# The polynomial xyz(x² − y²)(y² − z²)(z² − x²) is odd under inversion and not identically zero

Inversion through the origin sends a point (x, y, z) to (−x, −y, −z), and a function of position that changes sign under it has odd parity. The lemma states that the real polynomial xyz(x² − y²)(y² − z²)(z² − x²), of degree nine, is odd in this sense at every point of real three-dimensional space, and that its value at (1, 2, 3) is 720, so it is not the zero function. The polynomial is taken as it stands, with no normalisation and no radial factor. The attempt proves the two claims separately: the parity by unfolding the definition and calling `ring`, the value by giving the definition to `norm_num`.

An attempt in Lean 4 with a fault in it:

```lean
import Mathlib

open Matrix

namespace NonicInversion

/-- The polynomial `xyz(x² - y²)(y² - z²)(z² - x²)` of degree nine. -/
def nonic (v : Fin 3 → ℝ) : ℝ :=
  v 0 * v 1 * v 2 * (v 0 ^ 2 - v 1 ^ 2) * (v 1 ^ 2 - v 2 ^ 2) * (v 2 ^ 2 - v 0 ^ 2)

/-- The ninth-degree polynomial is odd under inversion, and it is not identically zero: its
value at `(1, 2, 3)` is 720. -/
theorem nonic_inversion : (∀ v, nonic (-v) = -nonic v) ∧ nonic ![1, 2, 3] = 720 := by
  constructor
  · intro v
    simp only [nonic, Pi.neg_apply]
    ring
  · norm_num [nonic]

end NonicInversion
```

Compiling this gives:

```
Main.lean:18:2: error: unsolved goals
case right
⊢ -(2 * ![1, 2, 3] 2 * 3 * (4 - ![1, 2, 3] 2 ^ 2) * (![1, 2, 3] 2 ^ 2 - 1)) = 720
```

The one error is in the second part, the value at (1, 2, 3). The goal left over shows that `norm_num [nonic]` unfolded the polynomial and replaced the entries at indices 0 and 1 by 1 and 2, but left the entry at index 2 as `![1, 2, 3] 2`. None of the rewriting it did turned that expression into the number 3. The arithmetic therefore stopped at an equation that still contained an unevaluated vector entry, and the goal stayed open although it is true.

The repair first uses `show` to restate the goal with all three coordinates written as numbers. Lean accepts this because the two forms are equal by definition: unfolding `nonic` and reading off the entries of the vector turns one into the other. What remains is an equation between explicit real numbers, which the plain `norm_num` on the next line proves.

The change, after which it compiles:

```diff
@@ -16,5 +16,6 @@
     simp only [nonic, Pi.neg_apply]
     ring
-  · norm_num [nonic]
+  · show (1 : ℝ) * 2 * 3 * (1 ^ 2 - 2 ^ 2) * (2 ^ 2 - 3 ^ 2) * (3 ^ 2 - 1 ^ 2) = 720
+    norm_num
 
 end NonicInversion
```
